# At self-consistency, the Hartree–Fock gradient contains no density derivative

## Where does the density response go?

In a geometry optimisation, once the SCF has converged, my program gets the forces by contracting derivative integrals with the converged density matrix. It never solves for the derivative of that matrix. But the density does change when the nuclei move, and the energy is quadratic in it. Why may the program leave this out, and why does a term with the overlap derivative appear instead?

## It reduces to an overlap term

Let $t$ be a nuclear coordinate, $h$ the one-electron matrix, $g$ the two-electron array, $S$ the overlap and $D$ the density matrix. Primes denote derivatives at $t_0$. The energy and Fock matrix are

$$E=\sum h_{pq}D_{pq}+\tfrac12\sum g_{pqrs}D_{pq}D_{rs},\qquad F_{pq}=h_{pq}+\sum_{rs} g_{pqrs}D_{rs}.$$

By the product rule, $D'$ enters $E'$ through

$$\sum h_{pq}D'_{pq}+\tfrac12\sum g_{pqrs}\,(D'_{pq}D_{rs}+D_{pq}D'_{rs}).$$

Since $g_{pqrs}=g_{rspq}$, the two quadratic terms are equal, and the total is $\sum F_{pq}D'_{pq}$. This is $\mathrm{tr}(FD')$, because $D'$ is symmetric.

For a single determinant in a basis of spin orbitals, the density is constrained by $DSD=D$, so

$$D'=D'SD+DS'D+DSD'.$$

Write $a=\mathrm{tr}(FDSD')$ and $w=\mathrm{tr}(DFDS')$. Multiply by $F$ and take the trace. Cyclicity and the SCF equation $FDS=SDF$ give $\mathrm{tr}(FD')=2a+w$. Multiplying by $FDS$ instead, and using $DSD=D$, gives $a=2a+w$, so $a=-w$. Hence $\mathrm{tr}(FD')=-w$, and

$$E'=\sum h'_{pq}D_{pq}+\tfrac12\sum g'_{pqrs}D_{pq}D_{rs}-\mathrm{tr}(DFDS').$$

The force is $-E'$, so the overlap part of the Pulay force is $+\mathrm{tr}(DFDS')$; the code below calls this trace the Pulay term. Derivatives of the basis functions also enter through $h'$ and $g'$. In a basis that stays orthonormal, $S'=0$ and the overlap term vanishes, but those other contributions can remain.

One basis function already shows the algebra, with $h$ and $g$ as plain numbers (for a single spin orbital, exchange cancels Coulomb and $g=0$). If $D=1/S$, then $E=h/S+g/(2S^2)$, and differentiating $S$ gives $-(h+g/S)S'/S^2=-DFDS'$.

In the formal version, `hartreeFock_gradient` states this formula and `hartreeFock_gradient_orthonormal` the case $S=1$. The finite type `n` labels real basis functions, and `HasDerivAt` says that the energy is differentiable at `t₀` with the given derivative. The integrals are differentiable entry by entry. Symmetry of $D$ and $DSD=D$ hold near `t₀` (`∀ᶠ t in 𝓝 t₀`); the symmetry of $g$ and the SCF equation `hscf` are needed only at `t₀`.

With spin orbitals, $g_{pqrs}=(pq|rs)-(ps|rq)$ contains Coulomb and exchange. A closed-shell program usually stores the spin-summed density, for which $DSD=2D$; with that $D$ and the closed-shell Fock matrix, the overlap term is $-\tfrac12\mathrm{tr}(DFDS')$. Nuclear repulsion must be added separately. Differentiability of $D$ is assumed, not derived: physically, the density follows the geometry smoothly instead of jumping between SCF solutions. The SCF equation is taken as exact, so the error from incomplete convergence is not estimated.

In Lean 4 with Mathlib:

```lean
import Mathlib

open scoped Matrix Topology

namespace HartreeFockGradient

noncomputable section

variable {n : Type*} [Fintype n]

/-- The Fock matrix `F_pq = h_pq + ∑ g_pqrs D_rs`. -/
def fock (h : Matrix n n ℝ) (g : n → n → n → n → ℝ) (D : Matrix n n ℝ) : Matrix n n ℝ :=
  Matrix.of fun p q => h p q + ∑ r, ∑ s, g p q r s * D r s

/-- The Hartree-Fock energy `∑ h_pq D_pq + (1/2) ∑ g_pqrs D_pq D_rs`. -/
def energy (h : Matrix n n ℝ) (g : n → n → n → n → ℝ) (D : Matrix n n ℝ) : ℝ :=
  (∑ p, ∑ q, h p q * D p q) + (1 / 2) * ∑ p, ∑ q, ∑ r, ∑ s, g p q r s * D p q * D r s

/-- Product rule for differentiable matrix curves, entry by entry. -/
theorem hasDerivAt_matrix_mul {A B : ℝ → Matrix n n ℝ} {A' B' : Matrix n n ℝ} {t₀ : ℝ}
    (hA : ∀ p q, HasDerivAt (fun t => A t p q) (A' p q) t₀)
    (hB : ∀ p q, HasDerivAt (fun t => B t p q) (B' p q) t₀) (p q : n) :
    HasDerivAt (fun t => (A t * B t) p q) ((A' * B t₀ + A t₀ * B') p q) t₀ := by
  simp only [Matrix.add_apply, Matrix.mul_apply, ← Finset.sum_add_distrib]
  exact HasDerivAt.fun_sum fun k _ => (hA p k).fun_mul (hB k q)

/-- If `h, g, D` are differentiable at `t₀` and `g_pqrs = g_rspq` there, the energy derivative is
the energy expression with differentiated integrals plus the density response contracted with the
Fock matrix. -/
theorem energy_hasDerivAt {h D : ℝ → Matrix n n ℝ} {g : ℝ → n → n → n → n → ℝ}
    {h' D' : Matrix n n ℝ} {g' : n → n → n → n → ℝ} {t₀ : ℝ}
    (hh : ∀ p q, HasDerivAt (fun t => h t p q) (h' p q) t₀)
    (hg : ∀ p q r s, HasDerivAt (fun t => g t p q r s) (g' p q r s) t₀)
    (hD : ∀ p q, HasDerivAt (fun t => D t p q) (D' p q) t₀)
    (hsym : ∀ p q r s, g t₀ p q r s = g t₀ r s p q) :
    HasDerivAt (fun t => energy (h t) (g t) (D t))
      (energy h' g' (D t₀) + ∑ p, ∑ q, fock (h t₀) (g t₀) (D t₀) p q * D' p q) t₀ := by
  have e1 : HasDerivAt (fun t => ∑ p, ∑ q, h t p q * D t p q)
      (∑ p, ∑ q, (h' p q * D t₀ p q + h t₀ p q * D' p q)) t₀ :=
    HasDerivAt.fun_sum fun p _ => HasDerivAt.fun_sum fun q _ => (hh p q).fun_mul (hD p q)
  have e2 : HasDerivAt (fun t => ∑ p, ∑ q, ∑ r, ∑ s, g t p q r s * D t p q * D t r s)
      (∑ p, ∑ q, ∑ r, ∑ s, ((g' p q r s * D t₀ p q + g t₀ p q r s * D' p q) * D t₀ r s
        + g t₀ p q r s * D t₀ p q * D' r s)) t₀ :=
    HasDerivAt.fun_sum fun p _ => HasDerivAt.fun_sum fun q _ =>
      HasDerivAt.fun_sum fun r _ => HasDerivAt.fun_sum fun s _ =>
        ((hg p q r s).fun_mul (hD p q)).fun_mul (hD r s)
  -- exchanging the two electrons relabels the index pairs
  have swap : ∀ f : n → n → n → n → ℝ,
      ∑ p, ∑ q, ∑ r, ∑ s, f p q r s = ∑ p, ∑ q, ∑ r, ∑ s, f r s p q := by
    intro f
    have key : ∑ x : n × n, ∑ y : n × n, f x.1 x.2 y.1 y.2
        = ∑ y : n × n, ∑ x : n × n, f x.1 x.2 y.1 y.2 := Finset.sum_comm
    simpa only [Fintype.sum_prod_type] using key
  have s1 : ∑ p, ∑ q, ∑ r, ∑ s, g t₀ p q r s * D t₀ p q * D' r s
      = ∑ p, ∑ q, ∑ r, ∑ s, g t₀ p q r s * D t₀ r s * D' p q := by
    rw [swap]
    refine Finset.sum_congr rfl fun p _ => Finset.sum_congr rfl fun q _ =>
      Finset.sum_congr rfl fun r _ => Finset.sum_congr rfl fun s _ => ?_
    rw [hsym r s p q]
  have s2 : ∑ p, ∑ q, ∑ r, ∑ s, g t₀ p q r s * D' p q * D t₀ r s
      = ∑ p, ∑ q, ∑ r, ∑ s, g t₀ p q r s * D t₀ r s * D' p q :=
    Finset.sum_congr rfl fun p _ => Finset.sum_congr rfl fun q _ =>
      Finset.sum_congr rfl fun r _ => Finset.sum_congr rfl fun s _ => by ring
  refine (e1.fun_add (e2.const_mul (1 / 2))).congr_deriv ?_
  simp only [energy, fock, Matrix.of_apply, add_mul, Finset.sum_add_distrib, Finset.sum_mul]
  linear_combination (1 / 2) * s1 + (1 / 2) * s2

/-- If `D S D = D`, its differentiated form and `F D S = S D F` hold, the density response
enters only through the overlap derivative: `tr (F D') = - tr (D F D S')`. -/
theorem trace_fock_response {F D S D' S' : Matrix n n ℝ} (hD : D * S * D = D)
    (hD' : D' = D' * S * D + D * S' * D + D * S * D') (hF : F * D * S = S * D * F) :
    Matrix.trace (F * D') = -Matrix.trace (D * F * D * S') := by
  have h5 : F * D * S * D = F * D := by
    calc F * D * S * D = F * (D * S * D) := by simp only [mul_assoc]
      _ = F * D := by rw [hD]
  -- contract the differentiated constraint with `F` and with `F D S`
  have h1 := congrArg (fun X => Matrix.trace (F * X)) hD'
  have h4 := congrArg (fun X => Matrix.trace (F * D * S * X)) hD'
  simp only [mul_add, Matrix.trace_add, ← mul_assoc] at h1 h4
  rw [h5] at h4
  have h2 : Matrix.trace (F * D' * S * D) = Matrix.trace (F * D * S * D') := by
    rw [mul_assoc (F * D') S D, Matrix.trace_mul_comm, ← mul_assoc, ← hF]
  have h3 : Matrix.trace (F * D * S' * D) = Matrix.trace (D * F * D * S') := by
    rw [Matrix.trace_mul_comm]
    simp only [mul_assoc]
  have h6 : Matrix.trace (F * D * S * D' * S * D) = Matrix.trace (F * D * S * D') := by
    rw [mul_assoc (F * D * S * D') S D, Matrix.trace_mul_comm]
    simp only [← mul_assoc]
    rw [← hF, h5]
  linarith

/-- Hartree-Fock gradient in a moving basis with overlap `S`: if `h, g, S, D` are differentiable at
`t₀`, `D` is symmetric and obeys `D S D = D` near `t₀`, `g_pqrs = g_rspq` and `F D S = S D F` at
`t₀`, then `E'` is the energy expression with `h', g'` in place of `h, g`, minus the Pulay term
`tr (D F D S')`. -/
theorem hartreeFock_gradient {h S D : ℝ → Matrix n n ℝ} {g : ℝ → n → n → n → n → ℝ}
    {h' S' : Matrix n n ℝ} {g' : n → n → n → n → ℝ} {t₀ : ℝ}
    (hh : ∀ p q, HasDerivAt (fun t => h t p q) (h' p q) t₀)
    (hg : ∀ p q r s, HasDerivAt (fun t => g t p q r s) (g' p q r s) t₀)
    (hS : ∀ p q, HasDerivAt (fun t => S t p q) (S' p q) t₀)
    (hD : ∀ p q, DifferentiableAt ℝ (fun t => D t p q) t₀)
    (hsym : ∀ p q r s, g t₀ p q r s = g t₀ r s p q)
    (hDsymm : ∀ᶠ t in 𝓝 t₀, (D t).IsSymm)
    (hDidem : ∀ᶠ t in 𝓝 t₀, D t * S t * D t = D t)
    (hscf : fock (h t₀) (g t₀) (D t₀) * D t₀ * S t₀
      = S t₀ * D t₀ * fock (h t₀) (g t₀) (D t₀)) :
    HasDerivAt (fun t => energy (h t) (g t) (D t))
      (energy h' g' (D t₀)
        - Matrix.trace (D t₀ * fock (h t₀) (g t₀) (D t₀) * D t₀ * S')) t₀ := by
  obtain ⟨D', hD'⟩ : ∃ D' : Matrix n n ℝ, ∀ p q, HasDerivAt (fun t => D t p q) (D' p q) t₀ :=
    ⟨Matrix.of fun p q => deriv (fun t => D t p q) t₀, fun p q => (hD p q).hasDerivAt⟩
  -- differentiate the idempotency constraint
  have hc : D' = D' * S t₀ * D t₀ + D t₀ * S' * D t₀ + D t₀ * S t₀ * D' := by
    ext p q
    have a := hasDerivAt_matrix_mul (hasDerivAt_matrix_mul hD' hS) hD' p q
    have b := (hD' p q).unique (a.congr_of_eventuallyEq
      (hDidem.mono fun t ht => (congrFun (congrFun ht p) q).symm))
    simpa only [add_mul] using b
  have hs : ∀ p q, D' q p = D' p q := fun p q =>
    (hD' q p).unique ((hD' p q).congr_of_eventuallyEq (hDsymm.mono fun t ht => ht.apply p q))
  have htr : ∑ p, ∑ q, fock (h t₀) (g t₀) (D t₀) p q * D' p q
      = Matrix.trace (fock (h t₀) (g t₀) (D t₀) * D') := by
    simp only [Matrix.trace, Matrix.diag_apply, Matrix.mul_apply]
    exact Finset.sum_congr rfl fun p _ => Finset.sum_congr rfl fun q _ => by rw [hs p q]
  refine (energy_hasDerivAt hh hg hD' hsym).congr_deriv ?_
  rw [htr, trace_fock_response hDidem.self_of_nhds hc hscf, sub_eq_add_neg]

/-- Orthonormal basis: if `h, g, D` are differentiable at `t₀`, `D` is symmetric and idempotent near
`t₀`, and `g_pqrs = g_rspq` and `F D = D F` at `t₀`, then `E'` is the energy expression with `h, g`
replaced by `h', g'`. -/
theorem hartreeFock_gradient_orthonormal {h D : ℝ → Matrix n n ℝ}
    {g : ℝ → n → n → n → n → ℝ} {h' : Matrix n n ℝ} {g' : n → n → n → n → ℝ} {t₀ : ℝ}
    (hh : ∀ p q, HasDerivAt (fun t => h t p q) (h' p q) t₀)
    (hg : ∀ p q r s, HasDerivAt (fun t => g t p q r s) (g' p q r s) t₀)
    (hD : ∀ p q, DifferentiableAt ℝ (fun t => D t p q) t₀)
    (hsym : ∀ p q r s, g t₀ p q r s = g t₀ r s p q)
    (hDsymm : ∀ᶠ t in 𝓝 t₀, (D t).IsSymm) (hDidem : ∀ᶠ t in 𝓝 t₀, D t * D t = D t)
    (hscf : fock (h t₀) (g t₀) (D t₀) * D t₀ = D t₀ * fock (h t₀) (g t₀) (D t₀)) :
    HasDerivAt (fun t => energy (h t) (g t) (D t)) (energy h' g' (D t₀)) t₀ := by
  classical
  have key := hartreeFock_gradient (S := fun _ => 1) (S' := 0) hh hg
    (fun p q => hasDerivAt_const t₀ ((1 : Matrix n n ℝ) p q)) hD hsym hDsymm
    (hDidem.mono fun t ht => by rw [mul_one, ht]) (by rw [mul_one, one_mul, hscf])
  simpa only [mul_zero, Matrix.trace_zero, sub_zero] using key

/-- For symmetric `F` and a symmetric projector `D`, `F` commutes with `D` exactly when
`tr (F X) = 0` for every symmetric first-order variation `X = X D + D X` of the projector. -/
theorem commute_iff_stationary {F D : Matrix n n ℝ} (hF : F.IsSymm) (hD : D.IsSymm)
    (hP : D * D = D) :
    F * D = D * F ↔
      ∀ X : Matrix n n ℝ, X.IsSymm → X = X * D + D * X → Matrix.trace (F * X) = 0 := by
  classical
  constructor
  · intro hc X _ hX
    have key := trace_fock_response (F := F) (D := D) (S := 1) (D' := X) (S' := 0)
      (by rw [mul_one, hP]) (by simpa only [mul_one, mul_zero, zero_mul, add_zero] using hX)
      (by rw [mul_one, one_mul, hc])
    simpa only [mul_zero, Matrix.trace_zero, neg_zero] using key
  · intro hst
    have hPl : ∀ Y : Matrix n n ℝ, D * (D * Y) = D * Y := fun Y => by rw [← mul_assoc, hP]
    -- the steepest direction is the double commutator of `D` with `F`
    have ht := hst (D * F + F * D - D * F * D - D * F * D)
      (by
        unfold Matrix.IsSymm
        simp only [Matrix.transpose_sub, Matrix.transpose_add, Matrix.transpose_mul,
          hF.eq, hD.eq, mul_assoc]
        abel)
      (by
        simp only [mul_sub, sub_mul, mul_add, add_mul, mul_assoc, hP, hPl]
        abel)
    simp only [mul_add, mul_sub, mul_assoc, Matrix.trace_add, Matrix.trace_sub] at ht
    have a : Matrix.trace (D * (F * (F * D))) = Matrix.trace (F * (F * D)) := by
      rw [Matrix.trace_mul_comm]
      simp only [mul_assoc, hP]
    have b : Matrix.trace (D * (F * (D * F))) = Matrix.trace (F * (D * (F * D))) := by
      rw [Matrix.trace_mul_comm]
      simp only [mul_assoc]
    have hK : Matrix.trace ((F * D - D * F)ᵀ * (F * D - D * F)) = 0 := by
      simp only [Matrix.transpose_sub, Matrix.transpose_mul, hF.eq, hD.eq, mul_sub, sub_mul,
        mul_assoc, hPl, Matrix.trace_sub]
      linarith
    -- a real matrix of zero Frobenius norm vanishes
    have pos : ∀ K : Matrix n n ℝ, Matrix.trace (Kᵀ * K) = 0 → K = 0 := by
      intro K h0
      simp only [Matrix.trace, Matrix.diag_apply, Matrix.mul_apply, Matrix.transpose_apply] at h0
      ext q p
      have h1 := (Finset.sum_eq_zero_iff_of_nonneg (fun p _ =>
        Finset.sum_nonneg fun q _ => mul_self_nonneg (K q p))).1 h0 p (Finset.mem_univ _)
      have h2 := (Finset.sum_eq_zero_iff_of_nonneg (fun q _ =>
        mul_self_nonneg (K q p))).1 h1 q (Finset.mem_univ _)
      exact mul_self_eq_zero.1 h2
    exact sub_eq_zero.1 (pos _ hK)

/-- The projector on the rotating orbital `(cos t, sin t)` in two dimensions. -/
def rotatingProjector (t : ℝ) : Matrix (Fin 2) (Fin 2) ℝ :=
  Matrix.of fun i j => ![Real.cos t, Real.sin t] i * ![Real.cos t, Real.sin t] j

/-- With `P` the rotating projector, `h = -P`, `g_pqrs = δ_pq δ_rs`, overlap `exp t` times the
identity and `D = exp (-t) P` satisfy the symmetry, idempotency and SCF conditions at every `t`. -/
theorem hartreeFock_gradient_witness (t : ℝ) :
    let P := rotatingProjector t
    let D := Real.exp (-t) • P
    let S := Real.exp t • (1 : Matrix (Fin 2) (Fin 2) ℝ)
    let g := fun p q r s : Fin 2 =>
      (1 : Matrix (Fin 2) (Fin 2) ℝ) p q * (1 : Matrix (Fin 2) (Fin 2) ℝ) r s
    (∀ p q r s, g p q r s = g r s p q) ∧ D.IsSymm ∧ D * S * D = D ∧
      fock (-P) g D * D * S = S * D * fock (-P) g D := by
  intro P D S g
  have hP : P * P = P := by
    ext i j
    have e : ![Real.cos t, Real.sin t] 0 * ![Real.cos t, Real.sin t] 0
        + ![Real.cos t, Real.sin t] 1 * ![Real.cos t, Real.sin t] 1 = 1 := by
      change Real.cos t * Real.cos t + Real.sin t * Real.sin t = 1
      linear_combination Real.sin_sq_add_cos_sq t
    simp only [P, rotatingProjector, Matrix.mul_apply, Matrix.of_apply, Fin.sum_univ_two]
    linear_combination (![Real.cos t, Real.sin t] i * ![Real.cos t, Real.sin t] j) * e
  refine ⟨fun p q r s => mul_comm _ _, ?_, ?_, ?_⟩
  · refine Matrix.IsSymm.ext fun i j => ?_
    exact congrArg (fun x => Real.exp (-t) * x) (mul_comm _ _)
  · calc D * S * D = (Real.exp (-t) * Real.exp t * Real.exp (-t)) • (P * P) := by
          simp only [D, S, smul_mul_assoc, mul_smul_comm, mul_one]
          module
      _ = D := by rw [hP, ← Real.exp_add, neg_add_cancel, Real.exp_zero, one_mul]
  · -- the mean field is a multiple of the identity
    have hk : fock (-P) g D
        = -P + (∑ r, ∑ s, (1 : Matrix (Fin 2) (Fin 2) ℝ) r s * D r s) • 1 := by
      ext p q
      simp only [fock, g, Matrix.of_apply, Matrix.add_apply, Matrix.smul_apply, smul_eq_mul,
        Finset.sum_mul]
      congr 1
      exact Finset.sum_congr rfl fun r _ => Finset.sum_congr rfl fun s _ => by ring
    rw [hk]
    generalize (∑ r, ∑ s, (1 : Matrix (Fin 2) (Fin 2) ℝ) r s * D r s) = k
    simp only [D, S, smul_mul_assoc, mul_smul_comm, mul_one, one_mul, add_mul, mul_add,
      neg_mul, mul_neg]
    module

end

end HartreeFockGradient
```

```lean
#print axioms HartreeFockGradient.hartreeFock_gradient
#print axioms HartreeFockGradient.hartreeFock_gradient_orthonormal
#print axioms HartreeFockGradient.commute_iff_stationary
```

```
'HartreeFockGradient.hartreeFock_gradient' depends on axioms: [propext, Classical.choice, Quot.sound]
'HartreeFockGradient.hartreeFock_gradient_orthonormal' depends on axioms: [propext, Classical.choice, Quot.sound]
'HartreeFockGradient.commute_iff_stationary' depends on axioms: [propext, Classical.choice, Quot.sound]
```

`energy_hasDerivAt` is the product-rule step: `swap` exchanges the index pairs, `s1` and `s2` identify the two quadratic terms, and `linear_combination` adds them with their factors of one half. `trace_fock_response` is the trace argument. There `h1` and `h4` are the contractions with $F$ and $FDS$, `h2`, `h3` and `h6` rearrange the traces, and `linarith` eliminates $a$.

The main theorem obtains $D'$ from the assumed differentiability. It differentiates the constraint with `hasDerivAt_matrix_mul` and uses uniqueness of derivatives to get the equation `hc` and the symmetry `hs`. The orthonormal theorem inserts `S = 1` and `S' = 0`.

`commute_iff_stationary` shows that, in an orthonormal basis, commutation is exactly the condition for the response term $\mathrm{tr}(FD')$ to vanish for every allowed direction $D'$. For symmetric $F$ and a symmetric projector $D$, $FD=DF$ holds if and only if $\mathrm{tr}(FX)=0$ for all symmetric $X=XD+DX$. For the converse, the proof takes $X=DF+FD-2DFD$, for which $\mathrm{tr}(FX)$ is the squared Frobenius norm of $FD-DF$. This is stationarity, not a minimum.

`hartreeFock_gradient_witness` gives a two-dimensional example with a rotating orbital, a changing overlap and a nonzero model interaction that meets the symmetry, constraint and SCF conditions at every $t$.

The trace argument never uses how $F$ was built. The same cancellation therefore applies to a Kohn–Sham energy that is a differentiable function of $t$ and $D$, with $F_{pq}=\partial E/\partial D_{pq}$, provided that $D$ meets the same conditions, including $DSD=D$, which fractional occupations violate. The file treats only the Hartree–Fock form.
